# A Lorentzian line with equal absorption and dispersion has derivative asymmetry $A/B=(5+3\sqrt3)/4$

The line $f(x)=(1+x)/(1+x^2)$ has slope $-\tfrac12$ at $x=1$, and the identity $f'(x)+\tfrac12=\dfrac{(x-1)^2(x^2+2x+3)}{2(1+x^2)^2}$ shows that it is less steeply downward everywhere else, because the quadratic factor is positive. A second identity of the same kind fixes the largest upward slope, and the two together give the asymmetry $A/B$ of the derivative spectrum, which is the largest upward slope divided by the magnitude of the steepest downward slope.

```lean
import Mathlib

open Set

namespace ConductorLineAsymmetry

noncomputable section

/-- Resonance signal at field `B` with intensity `I₀`, absorption weight `a`, dispersion
weight `d`, centre `B₀` and half width `w`. -/
def resonanceLine (I₀ a d B₀ w B : ℝ) : ℝ :=
  I₀ * (a + d * ((B - B₀) / w)) / (1 + ((B - B₀) / w) ^ 2)

/-- Slope of the line `(a + d x) / (1 + x²)` at the reduced offset `x`. -/
def reducedSlope (a d x : ℝ) : ℝ :=
  (d - 2 * a * x - d * x ^ 2) / (1 + x ^ 2) ^ 2

/-- The asymmetry ratio A/B of a signal: the supremum of the values of its field derivative divided
by minus their infimum. -/
def asymmetryRatio (s : ℝ → ℝ) : ℝ :=
  sSup (range (deriv s)) / (-sInf (range (deriv s)))

/-- The field derivative of the resonance signal is the reduced slope scaled by `I₀ / w`. -/
theorem hasDerivAt_resonanceLine (I₀ a d B₀ w B : ℝ) :
    HasDerivAt (resonanceLine I₀ a d B₀ w)
      (I₀ / w * reducedSlope a d ((B - B₀) / w)) B := by
  have hx : HasDerivAt (fun B : ℝ => (B - B₀) / w) (1 / w) B :=
    ((hasDerivAt_id' B).sub_const B₀).div_const w
  have hn : HasDerivAt (fun B : ℝ => I₀ * (a + d * ((B - B₀) / w)))
      (I₀ * (d * (1 / w))) B := ((hx.const_mul d).const_add a).const_mul I₀
  have hD : HasDerivAt (fun B : ℝ => 1 + ((B - B₀) / w) ^ 2)
      (2 * ((B - B₀) / w) * (1 / w)) B :=
    ((hx.fun_pow 2).const_add 1).congr_deriv (by norm_num)
  have hne : 1 + ((B - B₀) / w) ^ 2 ≠ 0 := by positivity
  refine (hn.fun_div hD hne).congr_deriv ?_
  unfold reducedSlope
  generalize (B - B₀) / w = x
  ring

/-- For equal absorption and dispersion the reduced slope is at most `(5 + 3√3)/8`, and it
takes this value only at `x = √3 - 2`. -/
theorem equal_slope_max (x : ℝ) :
    reducedSlope 1 1 x ≤ (5 + 3 * √3) / 8 ∧
      (reducedSlope 1 1 x = (5 + 3 * √3) / 8 ↔ x = √3 - 2) := by
  have hs : √3 ^ 2 = 3 := Real.sq_sqrt (by norm_num)
  have h0 : 0 ≤ √3 := Real.sqrt_nonneg 3
  have h1 : 1 < √3 := by nlinarith
  have hD : 0 < (1 + x ^ 2) ^ 2 := by positivity
  have hQ : 0 < x ^ 2 + 2 * (√3 - 2) * x + 3 := by
    nlinarith [sq_nonneg (x + (√3 - 2))]
  have hc : 0 < (5 + 3 * √3) / 8 * (x ^ 2 + 2 * (√3 - 2) * x + 3) := by positivity
  -- the distance from the maximum is a square times a positive factor
  have key : 1 - 2 * x - x ^ 2 = (5 + 3 * √3) / 8 * (1 + x ^ 2) ^ 2
      - (5 + 3 * √3) / 8 * (x ^ 2 + 2 * (√3 - 2) * x + 3) * (x - (√3 - 2)) ^ 2 := by
    linear_combination (-((x ^ 2 - 1) * (9 * √3 - 21) / 8
      + x * (-6 * √3 ^ 2 + 26 * √3 - 12) / 8)) * hs
  unfold reducedSlope
  constructor
  · rw [div_le_iff₀ hD]
    have := mul_nonneg hc.le (sq_nonneg (x - (√3 - 2)))
    linarith
  · rw [div_eq_iff hD.ne']
    constructor
    · intro h
      have hz : (5 + 3 * √3) / 8 * (x ^ 2 + 2 * (√3 - 2) * x + 3)
          * (x - (√3 - 2)) ^ 2 = 0 := by linear_combination key - h
      have hsq := (mul_eq_zero.mp hz).resolve_left hc.ne'
      exact sub_eq_zero.mp (pow_eq_zero_iff (two_ne_zero) |>.mp hsq)
    · rintro rfl
      linear_combination key

/-- For equal absorption and dispersion the reduced slope is at least `-1/2`, and it takes
this value only at `x = 1`. -/
theorem equal_slope_min (x : ℝ) :
    -(1 / 2) ≤ reducedSlope 1 1 x ∧ (reducedSlope 1 1 x = -(1 / 2) ↔ x = 1) := by
  have hD : 0 < (1 + x ^ 2) ^ 2 := by positivity
  have hQ : 0 < x ^ 2 + 2 * x + 3 := by nlinarith [sq_nonneg (x + 1)]
  -- again a square times a positive factor
  have key : 1 - 2 * x - x ^ 2 = -(1 / 2) * (1 + x ^ 2) ^ 2
      + 1 / 2 * ((x ^ 2 + 2 * x + 3) * (x - 1) ^ 2) := by ring
  unfold reducedSlope
  constructor
  · rw [le_div_iff₀ hD]
    have := mul_nonneg hQ.le (sq_nonneg (x - 1))
    linarith
  · rw [div_eq_iff hD.ne']
    constructor
    · intro h
      have hz : (x ^ 2 + 2 * x + 3) * (x - 1) ^ 2 = 0 := by
        linear_combination 2 * h - 2 * key
      have hsq := (mul_eq_zero.mp hz).resolve_left hQ.ne'
      exact sub_eq_zero.mp (pow_eq_zero_iff (two_ne_zero) |>.mp hsq)
    · rintro rfl
      norm_num

/-- For positive intensity and width, the derivative spectrum of the equal-mixture line has its
global maximum `(I₀/w)(5 + 3√3)/8` only at `B₀ + w(√3 - 2)` and its global minimum `-(I₀/w)/2` only
at `B₀ + w`. -/
theorem conductor_line_extrema {I₀ w : ℝ} (hI : 0 < I₀) (hw : 0 < w) (B₀ B : ℝ) :
    (deriv (resonanceLine I₀ 1 1 B₀ w) B ≤ I₀ / w * ((5 + 3 * √3) / 8) ∧
      (deriv (resonanceLine I₀ 1 1 B₀ w) B = I₀ / w * ((5 + 3 * √3) / 8) ↔
        B = B₀ + w * (√3 - 2))) ∧
    (I₀ / w * (-(1 / 2)) ≤ deriv (resonanceLine I₀ 1 1 B₀ w) B ∧
      (deriv (resonanceLine I₀ 1 1 B₀ w) B = I₀ / w * (-(1 / 2)) ↔ B = B₀ + w)) := by
  have hc : 0 < I₀ / w := div_pos hI hw
  rw [(hasDerivAt_resonanceLine I₀ 1 1 B₀ w B).deriv]
  obtain ⟨hle, hmax⟩ := equal_slope_max ((B - B₀) / w)
  obtain ⟨hge, hmin⟩ := equal_slope_min ((B - B₀) / w)
  refine ⟨⟨mul_le_mul_of_nonneg_left hle hc.le, ?_⟩,
    ⟨mul_le_mul_of_nonneg_left hge hc.le, ?_⟩⟩
  · rw [mul_right_inj' hc.ne', hmax, div_eq_iff hw.ne']
    constructor <;> intro h <;> linarith
  · rw [mul_right_inj' hc.ne', hmin, div_eq_iff hw.ne']
    constructor <;> intro h <;> linarith

/-- If the reduced slope has greatest value `M` and least value `-m`, the asymmetry ratio of the
resonance signal is `M / m` for every positive intensity and width and every centre. -/
theorem asymmetryRatio_resonanceLine {I₀ w a d M m x₁ x₂ : ℝ} (hI : 0 < I₀) (hw : 0 < w)
    (B₀ : ℝ) (hM : ∀ x, reducedSlope a d x ≤ M) (h₁ : reducedSlope a d x₁ = M)
    (hm : ∀ x, -m ≤ reducedSlope a d x) (h₂ : reducedSlope a d x₂ = -m) :
    asymmetryRatio (resonanceLine I₀ a d B₀ w) = M / m := by
  have hc : 0 < I₀ / w := div_pos hI hw
  have hd : ∀ B, deriv (resonanceLine I₀ a d B₀ w) B
      = I₀ / w * reducedSlope a d ((B - B₀) / w) :=
    fun B => (hasDerivAt_resonanceLine I₀ a d B₀ w B).deriv
  have hx : ∀ x, (B₀ + w * x - B₀) / w = x := fun x => by
    rw [add_sub_cancel_left, mul_div_cancel_left₀ _ hw.ne']
  have hG : IsGreatest (range (deriv (resonanceLine I₀ a d B₀ w))) (I₀ / w * M) := by
    refine ⟨⟨B₀ + w * x₁, by rw [hd, hx, h₁]⟩, ?_⟩
    rintro _ ⟨B, rfl⟩
    rw [hd]
    exact mul_le_mul_of_nonneg_left (hM _) hc.le
  have hL : IsLeast (range (deriv (resonanceLine I₀ a d B₀ w))) (I₀ / w * (-m)) := by
    refine ⟨⟨B₀ + w * x₂, by rw [hd, hx, h₂]⟩, ?_⟩
    rintro _ ⟨B, rfl⟩
    rw [hd]
    exact mul_le_mul_of_nonneg_left (hm _) hc.le
  unfold asymmetryRatio
  rw [hG.csSup_eq, hL.csInf_eq, mul_neg, neg_neg, mul_div_mul_left _ _ hc.ne']

/-- For positive intensity and width, the line with equal absorption and dispersion has asymmetry
ratio `A/B = (5 + 3√3)/4`. -/
theorem conductor_line_asymmetry {I₀ w : ℝ} (hI : 0 < I₀) (hw : 0 < w) (B₀ : ℝ) :
    asymmetryRatio (resonanceLine I₀ 1 1 B₀ w) = (5 + 3 * √3) / 4 := by
  rw [asymmetryRatio_resonanceLine hI hw B₀ (fun x => (equal_slope_max x).1)
    ((equal_slope_max _).2.mpr rfl) (fun x => (equal_slope_min x).1)
    ((equal_slope_min _).2.mpr rfl)]
  ring

/-- The number `(5 + 3√3)/4` lies between 2.549 and 2.5491. -/
theorem asymmetry_numerical :
    2.549 < (5 + 3 * √3) / 4 ∧ (5 + 3 * √3) / 4 < 2.5491 := by
  have hs : √3 ^ 2 = 3 := Real.sq_sqrt (by norm_num)
  have h0 : 0 ≤ √3 := Real.sqrt_nonneg 3
  have hl : 1.732 < √3 := by nlinarith
  have hu : √3 < 1.7321 := by nlinarith
  constructor <;> linarith

/-- A purely absorptive line has asymmetry ratio `A/B = 1`. -/
theorem absorption_line_asymmetry {I₀ w : ℝ} (hI : 0 < I₀) (hw : 0 < w) (B₀ : ℝ) :
    asymmetryRatio (resonanceLine I₀ 1 0 B₀ w) = 1 := by
  have hs : √3 ^ 2 = 3 := Real.sq_sqrt (by norm_num)
  have h0 : 0 < √3 := Real.sqrt_pos.mpr (by norm_num)
  have hD : ∀ x : ℝ, 0 < (1 + x ^ 2) ^ 2 := fun x => by positivity
  have key : ∀ x : ℝ, 3 * √3 / 8 * (1 + x ^ 2) ^ 2 + 2 * x
      = 3 * √3 / 8 * ((x + √3 / 3) ^ 2 * (x ^ 2 - 2 * (√3 / 3) * x + 3)) := fun x => by
    linear_combination (√3 / 8 * (x ^ 2 - 1) + (√3 ^ 2 - 24) / 36 * x) * hs
  have hpos : ∀ x : ℝ, 0 ≤ 3 * √3 / 8 * (1 + x ^ 2) ^ 2 + 2 * x := fun x => by
    have hQ : 0 ≤ x ^ 2 - 2 * (√3 / 3) * x + 3 := by nlinarith [sq_nonneg (x - √3 / 3)]
    rw [key x]
    positivity
  -- the two extrema sit at opposite offsets and have equal size
  rw [asymmetryRatio_resonanceLine (M := 3 * √3 / 8) (m := 3 * √3 / 8)
    (x₁ := -(√3 / 3)) (x₂ := √3 / 3) hI hw B₀]
  · exact div_self (by positivity)
  · intro x
    unfold reducedSlope
    rw [div_le_iff₀ (hD x)]
    linarith [hpos x]
  · unfold reducedSlope
    rw [div_eq_iff (hD _).ne']
    linear_combination -(key (-(√3 / 3)))
  · intro x
    unfold reducedSlope
    rw [le_div_iff₀ (hD x)]
    have h := hpos (-x)
    rw [neg_sq] at h
    linarith
  · unfold reducedSlope
    rw [div_eq_iff (hD _).ne']
    linear_combination key (-(√3 / 3))

end

end ConductorLineAsymmetry
```

```lean
#print axioms ConductorLineAsymmetry.conductor_line_extrema
#print axioms ConductorLineAsymmetry.conductor_line_asymmetry
#print axioms ConductorLineAsymmetry.asymmetry_numerical
#print axioms ConductorLineAsymmetry.absorption_line_asymmetry
```

```
'ConductorLineAsymmetry.conductor_line_extrema' depends on axioms: [propext, Classical.choice, Quot.sound]
'ConductorLineAsymmetry.conductor_line_asymmetry' depends on axioms: [propext, Classical.choice, Quot.sound]
'ConductorLineAsymmetry.asymmetry_numerical' depends on axioms: [propext, Classical.choice, Quot.sound]
'ConductorLineAsymmetry.absorption_line_asymmetry' depends on axioms: [propext, Classical.choice, Quot.sound]
```

## Extrema and ratio on the field axis

Let $B$ be the magnetic field, $B_0$ the line centre, $w$ the half width at half height of the absorption part, and $I_0$ the intensity, meaning the peak height of the absorption part at unit weight. With absorption weight $a$ and dispersion weight $d$, the signal is

$$s(B)=I_0\,\frac{a+d\,x}{1+x^2},\qquad x=\frac{B-B_0}{w}.$$

This is `resonanceLine`. Its slope in the reduced offset $x$, without the intensity, is `reducedSlope`.

For $a=d=1$, $I_0>0$ and $w>0$, `conductor_line_extrema` says that the field derivative never exceeds $(I_0/w)(5+3\sqrt3)/8$ and equals it only at $B=B_0+w(\sqrt3-2)$. It never falls below $-I_0/(2w)$ and equals that value only at $B=B_0+w$. Each "only at" is an equivalence in Lean, so it contains both the attainment of the extremum and its uniqueness.

The function `asymmetryRatio` takes a signal, forms the set of all values of its derivative, and divides the supremum by minus the infimum. Thus $A$ is the height of the positive lobe above zero and $B$, in the ratio $A/B$, is the depth of the negative lobe. The theorem `conductor_line_asymmetry` gives

$$\frac AB=\frac{5+3\sqrt3}{4}$$

for every positive intensity and width and every real centre. The value lies between 2.549 and 2.5491 by `asymmetry_numerical`. For comparison, `absorption_line_asymmetry` gives $A/B=1$ when $a=1$ and $d=0$.

## Equal weights as a model of a conductor

In a metal, the microwave field changes phase as it decays through the skin depth, and this mixes dispersion into the detected absorption. Equal weights stand for a good conductor much thicker than the skin depth, with an electron mean free path much shorter than that depth, a weak magnetic response and spins that do not diffuse appreciably through the skin layer while they precess coherently. The file takes these weights as given and does not derive them from Maxwell's equations or from spin diffusion.

The choice $d=+1$ also fixes a sign: the dispersion is positive on the high-field side, which makes the positive derivative lobe the larger one. The spectrum is the exact derivative with respect to field, an idealisation of detection with very small field modulation. There is one Lorentzian line, with no noise, baseline or saturation, and the field runs over the whole real line.

In simulations of electron paramagnetic resonance (EPR) the ratio can serve as a check on a computed derivative spectrum, provided that the model is a single Lorentzian with equal weights and the field points cover and resolve both extrema.

## Finding the turning points by calculus

The quotient rule gives, for general weights,

$$\frac{d}{dx}\frac{a+dx}{1+x^2}
=\frac{d(1+x^2)-2x(a+dx)}{(1+x^2)^2}
=\frac{d-2ax-dx^2}{(1+x^2)^2},$$

where $d$ is the dispersion weight everywhere except in the operator $\frac{d}{dx}$. The chain rule contributes $dx/dB=1/w$, so the field derivative is $I_0/w$ times this slope. This is `hasDerivAt_resonanceLine`. Its proof differentiates the offset, the numerator and the denominator separately, combines them by the quotient rule, and leaves the algebra to `ring`.

For equal weights,

$$f'(x)=\frac{1-2x-x^2}{(1+x^2)^2},\qquad
f''(x)=\frac{2(x-1)(x^2+4x+1)}{(1+x^2)^3}.$$

The turning points of $f'$ are therefore $x=1$ and $x=-2\pm\sqrt3$. The slopes there are

$$f'(1)=-\frac12,\qquad f'(-2\pm\sqrt3)=\frac{5\pm3\sqrt3}{8}.$$

The point $-2-\sqrt3$ is only a shallow local minimum, with slope about $-0.0245$. Since $f'$ tends to zero at both ends of the axis, the global extrema are at $-2+\sqrt3$ and $1$. The Lean proof needs neither the second derivative nor these limits, because it starts from the candidate values and bounds the slope directly.

## Two squares that give the global bounds

Write $r=\sqrt3-2$ and $M=(5+3\sqrt3)/8$. The identity for the maximum is

$$M(1+x^2)^2-(1-2x-x^2)=M(x-r)^2(x^2+2rx+3).$$

To check it, expand the product on the right without its factor $M$:

$$(x-r)^2(x^2+2rx+3)=x^4+3(1-r^2)x^2+2r(r^2-3)x+3r^2.$$

The left side is $Mx^4+(2M+1)x^2+2x+M-1$. From $r^2=7-4\sqrt3$ one finds $3Mr^2=M-1$, which matches the constant term and then also the quadratic one, since $3M-3Mr^2=2M+1$. The linear term matches because $r(r^2-3)=12\sqrt3-20$ and $M(12\sqrt3-20)=1$.

The remaining factor is positive, since $x^2+2rx+3=(x+r)^2+3-r^2$ and $r^2<3$. Dividing the identity by $(1+x^2)^2$ gives $f'(x)\le M$, with equality exactly when $(x-r)^2=0$.

In `equal_slope_max` this identity is `key`. The tactic `linear_combination` verifies it using $\sqrt3^{\,2}=3$. The inequality follows after the positive denominator is cleared, and uniqueness follows by cancelling the positive factor from a vanishing product. The lemma `equal_slope_min` proceeds in the same way from

$$1-2x-x^2+\tfrac12(1+x^2)^2=\tfrac12(x-1)^2(x^2+2x+3),$$

where $x^2+2x+3=(x+1)^2+2>0$.

## From reduced slope to asymmetry ratio

Multiplication by the positive number $I_0/w$ preserves both bounds, and $x=r$ and $x=1$ translate into $B=B_0+wr$ and $B=B_0+w$. Together with the derivative formula and the two slope lemmas, this proves `conductor_line_extrema`.

The lemma `asymmetryRatio_resonanceLine` treats general weights. It assumes that the reduced slope has an attained upper bound $M$ and an attained lower bound $-m$, where $M$ now denotes any such bound. It shows that the scaled values are the greatest and least elements of the set of field derivatives, so the supremum and infimum are a true maximum and minimum. The common factor then cancels:

$$\frac AB=\frac{(I_0/w)M}{(I_0/w)m}=\frac Mm.$$

For the conductor line, $M=(5+3\sqrt3)/8$ and $m=\tfrac12$, which gives $(5+3\sqrt3)/4$. The numerical bounds follow from $1.732<\sqrt3<1.7321$.

For pure absorption the reduced slope is $-2x/(1+x^2)^2$, and the corresponding identity is

$$\frac{3\sqrt3}{8}(1+x^2)^2+2x
=\frac{3\sqrt3}{8}\Bigl(x+\frac{1}{\sqrt3}\Bigr)^2\Bigl(x^2-\frac{2x}{\sqrt3}+3\Bigr).$$

The last factor equals $(x-1/\sqrt3)^2+8/3$ and is positive. The slope is thus at most $3\sqrt3/8$, a value reached at $x=-1/\sqrt3$. Replacing $x$ by $-x$ gives the lower bound $-3\sqrt3/8$, reached at $x=1/\sqrt3$. The two lobes have equal size and the ratio is 1.

## A line centred at 340 mT

Take $I_0=1$ in arbitrary units, $B_0=340$ mT and $w=0.2$ mT, so that $I_0/w=5\ \text{mT}^{-1}$. The maximum lies at $340+0.2(\sqrt3-2)\approx339.946$ mT and has height $5(5+3\sqrt3)/8\approx6.373\ \text{mT}^{-1}$. The minimum lies at $340.2$ mT and has value $-2.5\ \text{mT}^{-1}$. The ratio is $6.373/2.5\approx2.549$. Doubling the width at fixed $I_0$ would halve the heights of both lobes and leave the ratio unchanged.
